# The power of a geminal as a sum over pair configurations

Take $W$ spatial orbitals, or pairs of time-reversed single-particle states, and call them levels. The operator $P_i = a^\dagger_{i\uparrow} a^\dagger_{i\downarrow}$ puts a pair of fermions into level $i$. Being a product of two fermion creators, it commutes with every other $P_j$, and the Pauli principle gives $P_i^2 = 0$. A geminal creator $\Gamma = \sum_i c_i P_i$ spreads one pair over the levels with amplitudes $c_i$. The antisymmetrised geminal power with $k$ pairs is $\Gamma^k$ applied to the vacuum, and with all $c_i = 1$ the operator $\Gamma$ is the total quasi-spin raising operator. The questions are which configurations $\Gamma^k$ contains and with what weight, how many pairs fit, and what changes when some levels are already unavailable. Over a finite set of levels, the two relations alone give the expansion of $\Gamma^k$ with its weights and an upper bound on the number of pairs, and together with an assumption on the state they describe the effect of unavailable levels. They do not show that the terms of the expansion are nonzero, so they do not show that the bound is reached.

## The objects

In Lean 4 with Mathlib:

```lean
import Mathlib

open Finset

namespace GeminalPower
```

These lines load Mathlib and open a namespace.

```lean
/-- A family of pair creators `P i` in a possibly noncommutative semiring: they commute pairwise
and each squares to zero. -/
structure PairCreators (ι A : Type*) [Semiring A] where
  P : ι → A
  comm : ∀ i j, Commute (P i) (P j)
  sq_zero : ∀ i, P i * P i = 0
```

A `structure` bundles data with properties. `ι` is the type of level labels and `A` holds the operators. The field `P` is the family $P_i$, `comm` says $P_iP_j = P_jP_i$, and `sq_zero` says $P_i^2 = 0$. Both relations are assumed, not derived from fermion anticommutators. `A` is only a `Semiring`, with addition and a product that need not commute, but no subtraction. There are no pair annihilators, no su(2) commutator, no inner product, no vacuum and no Hamiltonian.

```lean
variable {ι R A : Type*} [CommSemiring R] [Semiring A] [Algebra R A]

/-- The product of the pair creators over a set `T` of levels; the order of the factors is
immaterial. -/
def PairCreators.pairString (G : PairCreators ι A) (T : Finset ι) : A :=
  T.noncommProd G.P (fun i _ j _ _ => G.comm i j)
```

`R` holds the scalars, for instance $\mathbb{C}$, and `Algebra R A` lets them multiply operators and move freely through products. For a finite set $T$ of levels, `pairString` is $P_T = \prod_{i\in T} P_i$.

The definition rests on `noncommProd`. Mathlib's ordinary product `∏ i ∈ T` over an unordered set demands that all multiplication in the target commute. That holds for amplitudes but fails for operators on Fock space, and declaring `A` commutative would rule out taking it to be the full algebra of operators on Fock space, or the matrix algebra used at the end, leaving only commutative algebras such as the one generated by the $P_i$. `noncommProd` asks only that the factors indexed by $T$ commute with one another, and takes the proof as an argument, here `fun i _ j _ _ => G.comm i j`. The product is then independent of order by construction.

```lean
/-- The geminal creator `∑ c i • P i` over the levels in `s`. -/
def PairCreators.geminal (G : PairCreators ι A) (c : ι → R) (s : Finset ι) : A :=
  ∑ i ∈ s, c i • G.P i
```

This is $\Gamma_s = \sum_{i\in s} c_i P_i$, where `•` is multiplication by a scalar. The label type may be infinite, while the set $s$ is finite with $W = |s|$, written `s.card`.

## Four lemmas

```lean
/-- Adding a new level `a` to a pair string multiplies it by `P a`. -/
theorem pairString_insert [DecidableEq ι] (G : PairCreators ι A) {a : ι} {T : Finset ι}
    (ha : a ∉ T) : G.pairString (insert a T) = G.P a * G.pairString T := by
  unfold PairCreators.pairString
  exact Finset.noncommProd_insert_of_notMem T a G.P _ ha
```

For $a \notin T$, $P_{T\cup\{a\}} = P_a P_T$.

```lean
/-- Every pair creator commutes with every geminal creator. -/
theorem commute_geminal (G : PairCreators ι A) (c : ι → R) (s : Finset ι) (a : ι) :
    Commute (G.P a) (G.geminal c s) := by
  unfold PairCreators.geminal
  exact Commute.sum_right _ _ _ fun i _ => (G.comm a i).smul_right _
```

$P_a\Gamma_s = \Gamma_s P_a$, because $P_a$ commutes with each term $c_iP_i$.

```lean
/-- If `x` commutes with `y` and squares to zero, the power of `x + y` stops at first order
in `x`. -/
theorem add_pow_of_sq_zero {x y : A} (h : Commute x y) (hx : x * x = 0) (k : ℕ) :
    (x + y) ^ (k + 1) = y ^ (k + 1) + (k + 1) • (x * y ^ k) := by
  induction k with
  | zero => simp [add_comm]
  | succ k ih =>
    have h1 : x * (x * y ^ k) = 0 := by rw [← mul_assoc, hx, zero_mul]
    have h2 : y * (x * y ^ k) = x * y ^ (k + 1) := by
      rw [← mul_assoc, ← h.eq, mul_assoc, ← pow_succ']
    rw [pow_succ' (x + y) (k + 1), ih, add_mul, mul_add, mul_add, mul_smul_comm,
      mul_smul_comm, h1, h2, ← pow_succ' y (k + 1), smul_zero,
      succ_nsmul (x * y ^ (k + 1)) (k + 1)]
    abel
```

If $xy = yx$ and $x^2 = 0$, then $(x+y)^{k+1} = y^{k+1} + (k+1)\,x y^k$ for every natural number $k$. By hand, $k = 0$ is $x + y = y + x$, and the step is
$$(x+y)\left[y^{k+1} + (k+1)\,xy^k\right] = xy^{k+1} + (k+1)\,x\,xy^k + y^{k+2} + (k+1)\,y\,xy^k .$$
The second term vanishes, which is `h1`. The fourth is $(k+1)\,xy^{k+1}$, which is `h2`. The total is $y^{k+2} + (k+2)\,xy^{k+1}$. The long `rw` multiplies out and `abel` collects the summands. The factor `(k + 1) •` means repeated addition.

```lean
/-- A sum over configurations of `k + 1` pairs splits into those with the new level `a` empty
and those with `a` occupied. -/
theorem sum_configurations_insert [DecidableEq ι] {M : Type*} [AddCommMonoid M] {a : ι}
    {s : Finset ι} (ha : a ∉ s) (k : ℕ) (f : Finset ι → M) :
    ∑ T ∈ powersetCard (k + 1) (insert a s), f T
      = ∑ T ∈ powersetCard (k + 1) s, f T + ∑ T ∈ powersetCard k s, f (insert a T) := by
  simp only [Finset.powersetCard_eq_filter, Finset.sum_filter]
  rw [Finset.sum_powerset_insert ha]
  congr 1
  refine Finset.sum_congr rfl fun T hT => ?_
  have haT : a ∉ T := fun h => ha (Finset.mem_powerset.mp hT h)
  simp [Finset.card_insert_of_notMem haT]
```

`powersetCard k s` is the set of $k$-element subsets of $s$. For $a\notin s$ and any function $f$ of subsets with values that can be added,
$$\sum_{T\subseteq s\cup\{a\},\,|T|=k+1} f(T) = \sum_{T\subseteq s,\,|T|=k+1} f(T) + \sum_{T\subseteq s,\,|T|=k} f(T\cup\{a\}).$$
A configuration of $k+1$ pairs either leaves $a$ empty, or fills it and places $k$ pairs in $s$. The proof splits the whole power set with `Finset.sum_powerset_insert` and uses $|T\cup\{a\}| = |T|+1$.

## The expansion

```lean
/-- The `k`-th geminal power is `k!` times the sum over all `k`-element sets of levels of the
product of the amplitudes times the pair string. -/
theorem geminal_pow (G : PairCreators ι A) (c : ι → R) (s : Finset ι) (k : ℕ) :
    G.geminal c s ^ k
      = k.factorial • ∑ T ∈ powersetCard k s, (∏ i ∈ T, c i) • G.pairString T := by
  classical
  -- the empty pair string is the identity
  have h0 : G.pairString ∅ = 1 := by
    unfold PairCreators.pairString
    exact Finset.noncommProd_empty _ _
  induction s using Finset.induction_on generalizing k with
  | empty =>
    cases k with
    | zero => simp [h0]
    | succ k =>
      have he : powersetCard (k + 1) (∅ : Finset ι) = ∅ :=
        Finset.powersetCard_eq_empty.mpr (by simp)
      rw [he]
      simp [PairCreators.geminal]
  | insert a s ha ih =>
    cases k with
    | zero => simp [h0]
    | succ k =>
      have hg : G.geminal c (insert a s) = c a • G.P a + G.geminal c s :=
        Finset.sum_insert ha
      have hc : Commute (c a • G.P a) (G.geminal c s) :=
        (commute_geminal G c s a).smul_left _
      -- the new level takes at most one pair
      have hsq : (c a • G.P a) * (c a • G.P a) = 0 := by
        rw [smul_mul_assoc, mul_smul_comm, G.sq_zero]
        simp
      -- configurations with level `a` occupied carry the common factor `c a • P a`
      have hins : ∑ T ∈ powersetCard k s, (∏ i ∈ insert a T, c i) • G.pairString (insert a T)
          = (c a • G.P a) * ∑ T ∈ powersetCard k s, (∏ i ∈ T, c i) • G.pairString T := by
        rw [Finset.mul_sum]
        refine Finset.sum_congr rfl fun T hT => ?_
        have haT : a ∉ T := fun h => ha ((Finset.mem_powersetCard.mp hT).1 h)
        rw [Finset.prod_insert haT, pairString_insert G haT, smul_mul_assoc, mul_smul_comm,
          smul_smul]
      rw [hg, add_pow_of_sq_zero hc hsq, ih (k + 1), ih k, sum_configurations_insert ha,
        hins, mul_smul_comm, smul_smul, smul_add, Nat.factorial_succ k]
```

Write $c_T = \prod_{i\in T}c_i$ and $S_k(s) = \sum_{T\subseteq s,\,|T|=k} c_T P_T$. The theorem states, for every $s$ and every $k$,
$$\Gamma_s^k = k!\,S_k(s).$$
The factor `k.factorial •` is again repeated addition, so nothing is divided.

The argument adds one level at a time. For $k=0$ the only subset is $\emptyset$ and both sides equal $1$, by `h0`. For $s=\emptyset$ and positive power both sides are $0$. Now add $a\notin s$. Then $\Gamma_{s\cup\{a\}} = x + y$ with $x = c_aP_a$ and $y=\Gamma_s$ (`hg`), these commute (`hc`), and $x^2 = 0$ (`hsq`). Hence
$$\Gamma_{s\cup\{a\}}^{k+1} = \Gamma_s^{k+1} + (k+1)\,c_aP_a\,\Gamma_s^k = (k+1)!\,S_{k+1}(s) + (k+1)\,k!\;c_aP_a\,S_k(s).$$
Since $c_aP_a\,c_TP_T = c_{T\cup\{a\}}P_{T\cup\{a\}}$ for $T \subseteq s$ (`hins`), the product $c_aP_aS_k(s)$ is the sum over configurations with $a$ filled. With $(k+1)\,k! = (k+1)!$ and the splitting lemma, the right side is $(k+1)!\,S_{k+1}(s\cup\{a\})$. The induction hypothesis is needed at two powers, `ih (k + 1)` and `ih k`, and the clause `generalizing k` makes it available for all powers at once.

Take three levels $0,1,2$ with $c = (1,2,3)$. Of the nine terms in $\Gamma^2$ the three diagonal ones vanish and the others pair up:
$$\Gamma^2 = 2\,(2P_0P_1 + 3P_0P_2 + 6P_1P_2).$$
If the states $P_T|0\rangle$ built on a vacuum $|0\rangle$ are orthonormal, as in Fock space, the norm of $\Gamma^2|0\rangle$ is $2\sqrt{4+9+36} = 14$, and the normalised amplitudes are $2/7$, $3/7$, $6/7$. In general the squared norm is $(k!)^2 e_k$, with $e_k(s)$ the elementary symmetric polynomial of degree $k$ in the numbers $|c_i|^2$, $i \in s$. A program can compute it without listing subsets by the same splitting, $e_{k+1}(s\cup\{a\}) = e_{k+1}(s) + |c_a|^2 e_k(s)$, updating an array indexed by $k$ once per level, from the highest $k$ down so that each step still reads the old values. For the values $1,4,9$ the array $(e_0,e_1,e_2)$ runs $(1,0,0)$, $(1,1,0)$, $(1,5,4)$, $(1,14,49)$. Norms need an inner product, which the file lacks, so these statements and the counter-examples further down rest on the arithmetic shown here and not on a theorem.

```lean
/-- The geminal power vanishes when the number of pairs exceeds the number of levels. -/
theorem geminal_pow_eq_zero (G : PairCreators ι A) (c : ι → R) (s : Finset ι) {k : ℕ}
    (hk : s.card < k) : G.geminal c s ^ k = 0 := by
  rw [geminal_pow, Finset.powersetCard_eq_empty.mpr hk]
  simp
```

If $W<k$ then $\Gamma_s^k=0$, since $s$ has no $k$-element subset and the sum is empty. At the smallest sizes, $W=0$ gives $\Gamma_\emptyset^k = 0$ for $k\ge1$, and $W=1$ gives $(c_0P_0)^k=0$ for $k \ge 2$.

Each relation is needed. Without $P_i^2=0$, take one level with $P_0=1$ in $A=\mathbb{R}$ and $c_0=1$: then $\Gamma^2=1$ although $2>W$. Without commutation, take the spin-½ ladder matrices $P_0=\sigma_+$, $P_1=\sigma_-$, each of square zero, with unit amplitudes. Then $\Gamma=\sigma_x$ is a Pauli matrix and $\Gamma^3=\sigma_x\neq0$ although $3>W$.

```lean
/-- With as many pairs as levels, the geminal power is `W!` times the product of all
amplitudes times the pair string of all levels. -/
theorem geminal_pow_card (G : PairCreators ι A) (c : ι → R) (s : Finset ι) :
    G.geminal c s ^ s.card = s.card.factorial • ((∏ i ∈ s, c i) • G.pairString s) := by
  rw [geminal_pow, Finset.powersetCard_self, Finset.sum_singleton]
```

At $k=W$ the only subset is $s$ itself, so $\Gamma_s^W = W!\,c_sP_s$. In the three-level example this is $3!\cdot6\,P_0P_1P_2 = 36\,P_0P_1P_2$. The theorem does not say that the right side is nonzero: an amplitude may vanish, and the family $P_i=0$ satisfies both relations.

## Blocked levels

```lean
variable {M : Type*} [AddCommMonoid M] [Module R M] [Module A M] [IsScalarTower R A M]

/-- On a state annihilated by the pair creators of the blocked levels `B`, the geminal power
acts as the power of the geminal restricted to the unblocked levels. -/
theorem geminal_pow_blocked [DecidableEq ι] (G : PairCreators ι A) (c : ι → R)
    (s B : Finset ι) (ψ : M) (hψ : ∀ i ∈ B, G.P i • ψ = 0) (k : ℕ) :
    G.geminal c s ^ k • ψ = G.geminal c (s \ B) ^ k • ψ := by
  -- one geminal: the blocked terms drop out
  have h1 : G.geminal c s • ψ = G.geminal c (s \ B) • ψ := by
    simp only [PairCreators.geminal, Finset.sum_smul, smul_assoc]
    symm
    apply Finset.sum_subset Finset.sdiff_subset
    intro i hi hn
    have hB : i ∈ B := by
      by_contra h
      exact hn (Finset.mem_sdiff.mpr ⟨hi, h⟩)
    rw [hψ i hB, smul_zero]
  have hc : Commute (G.geminal c s) (G.geminal c (s \ B)) :=
    Commute.sum_left _ _ _ fun i _ => (commute_geminal G c (s \ B) i).smul_left _
  induction k with
  | zero => simp
  | succ k ih =>
    rw [pow_succ (G.geminal c s) k, mul_smul, h1, ← mul_smul, (hc.pow_left k).eq, mul_smul,
      ih, ← mul_smul, ← pow_succ']
```

States $\psi$ live in a module `M` on which operators act, and `IsScalarTower R A M` says $(cP)\psi = c(P\psi)$. The hypothesis `hψ` says $P_i\psi=0$ for every $i$ in a finite set $B$. In Fock space this holds when level $i$ carries an unpaired fermion or a pair, so in particular for $\psi=a^\dagger_{i\uparrow}\varphi$ with any state $\varphi$. It is a condition assumed of $\psi$ for each level in $B$ separately. The conclusion is $\Gamma_s^k\psi=\Gamma_{s\setminus B}^k\psi$.

By hand, put $\Gamma'=\Gamma_{s\setminus B}$. The terms of $\Gamma_s\psi$ with $i\in B$ vanish, so $\Gamma_s\psi=\Gamma'\psi$ (`h1`). The two geminals commute (`hc`). Induction on $k$ gives
$$\Gamma_s^{k+1}\psi=\Gamma_s^k\Gamma'\psi=\Gamma'\,\Gamma_s^k\psi=\Gamma'\,\Gamma'^k\psi=\Gamma'^{k+1}\psi,$$
which is the order of the final `rw`.

```lean
/-- On a state with the levels `B ⊆ s` blocked, the geminal power vanishes as soon as the
number of pairs plus the number of blocked levels exceeds the number of levels. -/
theorem geminal_pow_blocked_eq_zero (G : PairCreators ι A) (c : ι → R) {s B : Finset ι}
    (hB : B ⊆ s) (ψ : M) (hψ : ∀ i ∈ B, G.P i • ψ = 0) {k : ℕ}
    (hk : s.card < k + B.card) : G.geminal c s ^ k • ψ = 0 := by
  classical
  have hcard := Finset.card_sdiff_add_card_eq_card hB
  rw [geminal_pow_blocked G c s B ψ hψ k, geminal_pow_eq_zero G c (s \ B) (by omega),
    zero_smul]
```

If moreover $B\subseteq s$ and $W<k+|B|$, then $\Gamma_s^k\psi=0$. Here `hcard` is $|s\setminus B|+|B|=W$, `omega` deduces $|s\setminus B|<k$, and the vanishing theorem applies to $s\setminus B$. With level $0$ blocked in the three-level example, $\Gamma^2\psi=12\,P_1P_2\psi$ and $\Gamma^3\psi=0$.

The slip to avoid is counting blocked levels that lie outside $s$, which is why `hB` appears here though the previous theorem did without it. For $s=\{1\}$, $B=\{0\}$, $k=1$ the inequality $1<2$ holds, yet $\Gamma_s\psi=c_1P_1\psi$ is in general nonzero.

## Two levels as matrices

```lean
/-- Pair creators of two levels as matrices in the basis: empty, level 0 filled, level 1
filled, both filled. -/
def twoLevel : PairCreators (Fin 2) (Matrix (Fin 4) (Fin 4) ℝ) where
  P := ![!![0, 0, 0, 0; 1, 0, 0, 0; 0, 0, 0, 0; 0, 0, 1, 0],
    !![0, 0, 0, 0; 0, 0, 0, 0; 1, 0, 0, 0; 0, 1, 0, 0]]
  comm := by
    intro i j
    change _ * _ = _ * _
    ext p q
    fin_cases i <;> fin_cases j <;> fin_cases p <;> fin_cases q <;>
      simp [Matrix.mul_apply, Fin.sum_univ_four]
  sq_zero := by
    intro i
    ext p q
    fin_cases i <;> fin_cases p <;> fin_cases q <;>
      simp [Matrix.mul_apply, Fin.sum_univ_four]
```

The basis, indexed $0$ to $3$, is empty, level $0$ filled, level $1$ filled, both filled. `!![...]` lists a matrix row by row. $P_0$ sends basis vector $0$ to $1$ and $2$ to $3$, while $P_1$ sends $0$ to $2$ and $1$ to $3$. No signs appear, because pair creators commute. `fin_cases` splits both relations into single matrix entries, and `simp` checks each one. The space contains no singly occupied level.

```lean
/-- For two levels with amplitudes `a`, `b` the squared geminal is `2ab` times the matrix unit
from the empty to the filled state; `P 0` is annihilated by `P 0`, and the geminal maps it to
`b` times that matrix unit. -/
theorem twoLevel_witness (a b : ℝ) :
    twoLevel.geminal ![a, b] univ ^ 2
        = (2 * a * b) • !![0, 0, 0, 0; 0, 0, 0, 0; 0, 0, 0, 0; 1, 0, 0, 0] ∧
      twoLevel.P 0 * twoLevel.P 0 = 0 ∧
      twoLevel.geminal ![a, b] univ * twoLevel.P 0
        = b • !![0, 0, 0, 0; 0, 0, 0, 0; 0, 0, 0, 0; 1, 0, 0, 0] := by
  have hg : twoLevel.geminal ![a, b] univ
      = !![0, 0, 0, 0; a, 0, 0, 0; b, 0, 0, 0; 0, b, a, 0] := by
    rw [PairCreators.geminal, Fin.sum_univ_two]
    ext p q
    fin_cases p <;> fin_cases q <;> simp [twoLevel]
  refine ⟨?_, twoLevel.sq_zero 0, ?_⟩
  · rw [hg, pow_two]
    ext p q
    fin_cases p <;> fin_cases q <;> simp [Matrix.mul_apply, Fin.sum_univ_four]
    ring
  · rw [hg]
    ext p q
    fin_cases p <;> fin_cases q <;> simp [twoLevel, Matrix.mul_apply, Fin.sum_univ_four]

end GeminalPower
```

Let $a=c_0$ and $b=c_1$ now be real amplitudes, and let $E$ be the matrix with a single $1$ in row $3$, column $0$. The three claims are $\Gamma^2=2ab\,E$, $P_0P_0=0$ and $\Gamma P_0=bE$. By hand, $\Gamma$ sends vector $0$ to $a$ times vector $1$ plus $b$ times vector $2$, and a second application gives $(ba+ab)$ times vector $3$. On the other three basis vectors $\Gamma^2$ gives zero. This agrees with the top power $2!\,ab\,P_0P_1$. For the other two claims the algebra acts on itself and $\psi=P_0$ is the state. It is blocked in level $0$ by a pair, and $\Gamma P_0=aP_0^2+bP_1P_0=bE$ is what the geminal of level $1$ alone produces. The proof writes $\Gamma$ as an explicit matrix in `hg` and multiplies out, without calling the general theorems.

```lean
#print axioms GeminalPower.geminal_pow
-- 'GeminalPower.geminal_pow' depends on axioms: [propext, Classical.choice, Quot.sound]
#print axioms GeminalPower.geminal_pow_card
-- 'GeminalPower.geminal_pow_card' depends on axioms: [propext, Classical.choice, Quot.sound]
#print axioms GeminalPower.geminal_pow_blocked_eq_zero
-- 'GeminalPower.geminal_pow_blocked_eq_zero' depends on axioms: [propext, Classical.choice, Quot.sound]
```
